# Counting edge modes of a second-neighbour chain by its roots inside the unit circle

A code that looks for edge modes by iterating the zero-energy recurrence from the boundary can miss a mode that exists. Take

a_(n+2) − (5/2) a_(n+1) + a_n = 0.

The start a_0 = 1, a_1 = 1/2 gives the decaying solution 2^(−n). An error ε in a_1 adds (2ε/3)(2^n − 2^(−n)), which eventually dominates. Counting distinct decay factors fails differently: it loses a mode whenever two factors coincide. Counting the roots of the characteristic polynomial, here z² − (5/2)z + 1, that lie inside the unit circle, with multiplicity, avoids both problems.

## The dimension formula

Let z₀ and z₁ be complex numbers, and let a_n be the complex amplitude in cell n = 0, 1, 2, … of a half-infinite chain. The solutions of

a_(n+2) − (z₀ + z₁) a_(n+1) + z₀z₁ a_n = 0 for all n ≥ 0

with Σ |a_n|² finite form a complex vector space of dimension

#{ j ∈ {0, 1} : |z_j| < 1 }.

Equal roots count twice, a zero root counts as inside, and a root on the unit circle contributes nothing.

## From hopping amplitudes to a count

In a non-interacting chain with two sublattices, zero on-site energies and hopping only between the sublattices, the zero-energy equation for the amplitudes on one sublattice can take the form

t₀ a_n + t₁ a_(n+1) + t₂ a_(n+2) = 0 for all n ≥ 0, with t₂ ≠ 0 and no further condition on a_0 or a_1.

A code computes the roots of t₂z² + t₁z + t₀, keeps repetitions, and counts those with modulus below one. The result is the number of independent zero-energy edge modes on that sublattice of the half-infinite chain. A computed root whose distance from the unit circle is comparable to its numerical error leaves the count undecided.

For t₀ = 1/4, t₁ = −1, t₂ = 1, the polynomial is (z − 1/2)², so the count is 2. The solutions are (α + βn)2^(−n), with α and β free. Indeed, for n·2^(−n) the left-hand side is

2^(−n) [(n+2)/4 − (n+1)/2 + n/4] = 0.

In the opening example the roots are 1/2 and 2, so the count is 1. Since Σ 4^(−n) = 4/3, the normalised mode is a_n = (√3/2)2^(−n).

## Adding one root at a time

Let S be the shift, (Sa)_n = a_(n+1). The recurrence factorises as

(S − z₁)(S − z₀)a = 0.

More generally, let P be the product of the factors S − w over a finite list of roots w, and let E be the space of square-summable solutions of Pa = 0. The factors commute. They also preserve square-summability, because |x + y|² ≤ 2|x|² + 2|y|². Now add a root z, and let E′ be the new solution space.

**Root with |z| ≥ 1.** If a ∈ E′, then b = Pa is square-summable and b_(n+1) = z b_n. Its modulus never decreases, yet it must tend to zero, so b = 0 and a ∈ E. Conversely, Pa = 0 implies (S − z)Pa = 0. Hence E′ = E.

**Root with |z| < 1.** Choose b ∈ E and a boundary value c, and define

a_0 = c, a_(n+1) = z a_n + b_n.

Write r = |z|. The identity

r|a_n|² + |b_n|²/(1−r) − (r|a_n| + |b_n|)² = [r/(1−r)] ((1−r)|a_n| − |b_n|)²

has a non-negative right-hand side, so

|a_(n+1)|² ≤ r|a_n|² + |b_n|²/(1−r).

Let A_N be the sum of |a_n|² over n < N, let B = Σ |b_n|², and set K = [|c|² + B/(1−r)]/(1−r). Summing gives

A_(N+1) ≤ |c|² + rA_N + B/(1−r) = (1−r)K + rA_N.

Since A_0 = 0 ≤ K, induction gives A_N ≤ K for every N, and a is square-summable. It lies in E′ because P(S − z)a = Pb = 0.

The map a ↦ (a_0, (S − z)a) from E′ to ℂ × E is therefore surjective. It is injective because a_0 = 0 and a_(n+1) = z a_n force every amplitude to vanish. So dim E′ = dim E + 1.

With no roots, P is the identity and E = {0}. Adding the roots one by one gives the count.

## The Lean file

```lean
import Mathlib

open Filter Topology

namespace EdgeModeCount

noncomputable section

/-- The square-summable (normalisable) amplitudes on a half-infinite chain. -/
def squareSummable : Submodule ℂ (ℕ → ℂ) where
  carrier := {a | Summable fun n => ‖a n‖ ^ 2}
  zero_mem' := by
    show Summable fun n : ℕ => ‖(0 : ℕ → ℂ) n‖ ^ 2
    simp [summable_zero]
  add_mem' := by
    intro a b ha hb
    have ha' : Summable fun n => ‖a n‖ ^ 2 := ha
    have hb' : Summable fun n => ‖b n‖ ^ 2 := hb
    show Summable fun n => ‖a n + b n‖ ^ 2
    refine Summable.of_nonneg_of_le (fun n => by positivity) (fun n => ?_)
      ((ha'.mul_left 2).add (hb'.mul_left 2))
    have h := pow_le_pow_left₀ (norm_nonneg _) (norm_add_le (a n) (b n)) 2
    nlinarith [sq_nonneg (‖a n‖ - ‖b n‖)]
  smul_mem' := by
    intro c a ha
    have ha' : Summable fun n => ‖a n‖ ^ 2 := ha
    show Summable fun n => ‖c * a n‖ ^ 2
    simp only [norm_mul, mul_pow]
    exact ha'.mul_left _

/-- The elementary hopping factor `S - z`, where `S` shifts the amplitudes by one cell. -/
def hop (z : ℂ) : (ℕ → ℂ) →ₗ[ℂ] (ℕ → ℂ) where
  toFun a n := a (n + 1) - z * a n
  map_add' a b := by
    ext n
    simp only [Pi.add_apply]
    ring
  map_smul' c a := by
    ext n
    simp only [Pi.smul_apply, smul_eq_mul, RingHom.id_apply]
    ring

/-- The hopping operator of finite range given by the product of the factors `S - z`
over a list of roots. -/
def chain : List ℂ → ((ℕ → ℂ) →ₗ[ℂ] (ℕ → ℂ))
  | [] => LinearMap.id
  | z :: l => (chain l).comp (hop z)

/-- The edge modes: square-summable amplitudes annihilated by the hopping operator. -/
def edgeModes (l : List ℂ) : Submodule ℂ (ℕ → ℂ) :=
  squareSummable ⊓ LinearMap.ker (chain l)

lemma mem_edgeModes {l : List ℂ} {a : ℕ → ℂ} :
    a ∈ edgeModes l ↔ a ∈ squareSummable ∧ chain l a = 0 := by
  rw [edgeModes, Submodule.mem_inf, LinearMap.mem_ker]

lemma hop_mem (z : ℂ) {a : ℕ → ℂ} (ha : a ∈ squareSummable) :
    hop z a ∈ squareSummable := by
  have h1 : (fun n => a (n + 1)) ∈ squareSummable :=
    (summable_nat_add_iff (f := fun n => ‖a n‖ ^ 2) 1).2 ha
  exact squareSummable.sub_mem h1 (squareSummable.smul_mem z ha)

lemma chain_mem (l : List ℂ) {a : ℕ → ℂ} (ha : a ∈ squareSummable) :
    chain l a ∈ squareSummable := by
  induction l generalizing a with
  | nil => exact ha
  | cons z l ih => exact ih (hop_mem z ha)

/-- An elementary hopping factor commutes with every hopping operator. -/
theorem hop_chain_comm (z : ℂ) (l : List ℂ) (a : ℕ → ℂ) :
    hop z (chain l a) = chain l (hop z a) := by
  induction l generalizing a with
  | nil => rfl
  | cons w l ih =>
    have h : hop z (hop w a) = hop w (hop z a) := by
      ext n
      show (a (n + 1 + 1) - w * a (n + 1)) - z * (a (n + 1) - w * a n)
        = (a (n + 1 + 1) - z * a (n + 1)) - w * (a (n + 1) - z * a n)
      ring
    show hop z (chain l (hop w a)) = chain l (hop w (hop z a))
    rw [ih, h]

/-- For `|z| ≥ 1` the only square-summable solution of `a (n+1) = z a n` is zero. -/
theorem eq_zero_of_outer {z : ℂ} (hz : 1 ≤ ‖z‖) {a : ℕ → ℂ}
    (ha : a ∈ squareSummable) (h : hop z a = 0) : a = 0 := by
  have hs : Summable fun n => ‖a n‖ ^ 2 := ha
  have hr : ∀ n, a (n + 1) = z * a n := fun n => sub_eq_zero.1 (congrFun h n)
  -- the modulus never decreases along the chain, yet it must tend to zero
  have hm : Monotone fun n => ‖a n‖ := monotone_nat_of_le_succ fun n => by
    rw [hr, norm_mul]
    nlinarith [norm_nonneg (a n)]
  funext n
  have h0 : ‖a n‖ ^ 2 ≤ 0 := ge_of_tendsto hs.tendsto_atTop_zero
    (eventually_atTop.2 ⟨n, fun m hnm => pow_le_pow_left₀ (norm_nonneg _) (hm hnm) 2⟩)
  have h1 : ‖a n‖ ^ 2 = 0 := le_antisymm h0 (sq_nonneg _)
  exact norm_eq_zero.1 ((pow_eq_zero_iff two_ne_zero).1 h1)

/-- The amplitude with boundary value `c` that solves `a (n+1) = z a n + b n`. -/
def response (z c : ℂ) (b : ℕ → ℂ) : ℕ → ℂ
  | 0 => c
  | n + 1 => z * response z c b n + b n

/-- For `|z| < 1` a square-summable source produces a square-summable response,
whatever the boundary value. -/
theorem response_mem {z : ℂ} (hz : ‖z‖ < 1) (c : ℂ) {b : ℕ → ℂ}
    (hb : b ∈ squareSummable) : response z c b ∈ squareSummable := by
  have hs : Summable fun n => ‖b n‖ ^ 2 := hb
  have hp : 0 < 1 - ‖z‖ := by linarith
  -- convexity of the square gives a contraction with a source term
  have key : ∀ n, ‖response z c b (n + 1)‖ ^ 2
      ≤ ‖z‖ * ‖response z c b n‖ ^ 2 + ‖b n‖ ^ 2 / (1 - ‖z‖) := by
    intro n
    have h1 : ‖response z c b (n + 1)‖ ≤ ‖z‖ * ‖response z c b n‖ + ‖b n‖ := by
      rw [← norm_mul]
      exact norm_add_le _ _
    have h2 := pow_le_pow_left₀ (norm_nonneg _) h1 2
    have h3 : ‖z‖ * ‖response z c b n‖ ^ 2 + ‖b n‖ ^ 2 / (1 - ‖z‖)
        - (‖z‖ * ‖response z c b n‖ + ‖b n‖) ^ 2
        = ‖z‖ / (1 - ‖z‖) * ((1 - ‖z‖) * ‖response z c b n‖ - ‖b n‖) ^ 2 := by
      have hne := hp.ne'
      field_simp
      ring
    have h4 := mul_nonneg (div_nonneg (norm_nonneg z) hp.le)
      (sq_nonneg ((1 - ‖z‖) * ‖response z c b n‖ - ‖b n‖))
    linarith
  set B := ∑' n, ‖b n‖ ^ 2 with hB
  have hB0 : 0 ≤ B := tsum_nonneg fun n => sq_nonneg _
  set K := (‖c‖ ^ 2 + B / (1 - ‖z‖)) / (1 - ‖z‖) with hK
  have hK0 : 0 ≤ K := div_nonneg (add_nonneg (sq_nonneg _) (div_nonneg hB0 hp.le)) hp.le
  have hK1 : K * (1 - ‖z‖) = ‖c‖ ^ 2 + B / (1 - ‖z‖) := div_mul_cancel₀ _ hp.ne'
  refine summable_of_sum_range_le (c := K) (fun n => sq_nonneg _) fun N => ?_
  induction N with
  | zero => simpa using hK0
  | succ N ih =>
    rw [Finset.sum_range_succ']
    have h1 := Finset.sum_le_sum fun n (_ : n ∈ Finset.range N) => key n
    rw [Finset.sum_add_distrib, ← Finset.mul_sum, ← Finset.sum_div] at h1
    have h2 : (∑ n ∈ Finset.range N, ‖b n‖ ^ 2) / (1 - ‖z‖) ≤ B / (1 - ‖z‖) :=
      div_le_div_of_nonneg_right (hs.sum_le_tsum _ fun n _ => sq_nonneg _) hp.le
    have h3 := mul_le_mul_of_nonneg_left ih (norm_nonneg z)
    have h4 : ‖response z c b 0‖ ^ 2 = ‖c‖ ^ 2 := rfl
    linarith

/-- A root with `|z| ≥ 1` leaves the space of edge modes unchanged. -/
theorem edgeModes_cons_outer {z : ℂ} (hz : 1 ≤ ‖z‖) (l : List ℂ) :
    edgeModes (z :: l) = edgeModes l := by
  ext a
  rw [mem_edgeModes, mem_edgeModes]
  have hc : chain (z :: l) a = hop z (chain l a) := (hop_chain_comm z l a).symm
  rw [hc]
  exact ⟨fun h => ⟨h.1, eq_zero_of_outer hz (chain_mem l h.1) h.2⟩,
    fun h => ⟨h.1, by rw [h.2, map_zero]⟩⟩

/-- For `|z| < 1`, the space of edge modes for the list `z :: l` is linearly isomorphic to the
product of `ℂ` with the space of edge modes for `l`. -/
theorem edgeModes_cons_inner {z : ℂ} (hz : ‖z‖ < 1) (l : List ℂ) :
    Nonempty (edgeModes (z :: l) ≃ₗ[ℂ] ℂ × edgeModes l) := by
  -- record the boundary amplitude and the source left over by `S - z`
  let f : edgeModes (z :: l) →ₗ[ℂ] ℂ × edgeModes l :=
    LinearMap.prod
      ((LinearMap.proj 0 : (ℕ → ℂ) →ₗ[ℂ] ℂ).comp (edgeModes (z :: l)).subtype)
      (((hop z).comp (edgeModes (z :: l)).subtype).codRestrict (edgeModes l)
        fun a => mem_edgeModes.2
          ⟨hop_mem z (mem_edgeModes.1 a.2).1, (mem_edgeModes.1 a.2).2⟩)
  refine ⟨LinearEquiv.ofBijective f ⟨(injective_iff_map_eq_zero f).2 ?_, ?_⟩⟩
  · intro a h
    have h0 : a.1 0 = 0 := congrArg Prod.fst h
    have h1 : hop z a.1 = 0 := congrArg (fun p => (p.2 : ℕ → ℂ)) h
    refine Subtype.ext (funext fun n => ?_)
    show a.1 n = 0
    induction n with
    | zero => exact h0
    | succ n ih =>
      have h2 : a.1 (n + 1) = z * a.1 n := sub_eq_zero.1 (congrFun h1 n)
      rw [h2, ih, mul_zero]
  · rintro ⟨c, b⟩
    have hb := mem_edgeModes.1 b.2
    have h1 : hop z (response z c b.1) = b.1 := by
      ext n
      show (z * response z c b.1 n + b.1 n) - z * response z c b.1 n = b.1 n
      ring
    have h2 : chain (z :: l) (response z c b.1) = 0 := by
      show chain l (hop z (response z c b.1)) = 0
      rw [h1]
      exact hb.2
    exact ⟨⟨response z c b.1, mem_edgeModes.2 ⟨response_mem hz c hb.1, h2⟩⟩,
      Prod.ext rfl (Subtype.ext h1)⟩

/-- For hopping of any finite range, the edge modes form a finite-dimensional space whose
dimension is the number of roots inside the unit circle, counted with multiplicity. -/
theorem edge_mode_count (l : List ℂ) :
    FiniteDimensional ℂ (edgeModes l) ∧
      Module.finrank ℂ (edgeModes l) = l.countP (fun z => ‖z‖ < 1) := by
  induction l with
  | nil =>
    have h : edgeModes [] = ⊥ := by
      rw [eq_bot_iff]
      intro a ha
      exact (Submodule.mem_bot ℂ).2 (mem_edgeModes.1 ha).2
    rw [h]
    exact ⟨inferInstance, by simp⟩
  | cons z l ih =>
    obtain ⟨hf, hr⟩ := ih
    by_cases hz : ‖z‖ < 1
    · obtain ⟨e⟩ := edgeModes_cons_inner hz l
      refine ⟨Module.Finite.equiv e.symm, ?_⟩
      rw [e.finrank_eq, Module.finrank_prod, Module.finrank_self, hr,
        List.countP_cons_of_pos (by simpa using hz), add_comm]
    · rw [edgeModes_cons_outer (not_lt.1 hz), List.countP_cons_of_neg (by simpa using hz)]
      exact ⟨hf, hr⟩

/-- A nonzero edge mode exists exactly when some root lies inside the unit circle. -/
theorem exists_edge_mode_iff (l : List ℂ) :
    (∃ a ∈ edgeModes l, a ≠ 0) ↔ ∃ z ∈ l, ‖z‖ < 1 := by
  obtain ⟨hf, hr⟩ := edge_mode_count l
  rw [← Submodule.ne_bot_iff, ne_eq, ← Submodule.finrank_eq_zero (R := ℂ), hr,
    List.countP_eq_zero]
  simp

/-- The square-summable solutions of the second-neighbour recurrence
`a (n+2) - (z₀ + z₁) a (n+1) + z₀ z₁ a n = 0`. -/
def secondNeighbourModes (z : Fin 2 → ℂ) : Submodule ℂ (ℕ → ℂ) where
  carrier := {a | a ∈ squareSummable ∧
    ∀ n, a (n + 2) - (z 0 + z 1) * a (n + 1) + z 0 * z 1 * a n = 0}
  zero_mem' := ⟨squareSummable.zero_mem, fun n => by simp⟩
  add_mem' := fun ha hb => ⟨squareSummable.add_mem ha.1 hb.1, fun n => by
    simp only [Pi.add_apply]
    linear_combination ha.2 n + hb.2 n⟩
  smul_mem' := fun c _ ha => ⟨squareSummable.smul_mem c ha.1, fun n => by
    simp only [Pi.smul_apply, smul_eq_mul]
    linear_combination c * ha.2 n⟩

/-- With second-neighbour hopping, the square-summable solutions form a finite-dimensional
space whose dimension is the number of indices `j` with `|z j| < 1`. -/
theorem second_neighbour_edge_mode_count (z : Fin 2 → ℂ) :
    FiniteDimensional ℂ (secondNeighbourModes z) ∧
      Module.finrank ℂ (secondNeighbourModes z)
        = (Finset.univ.filter fun j => ‖z j‖ < 1).card := by
  -- the recurrence is the product of two elementary hopping factors
  have h : secondNeighbourModes z = edgeModes [z 0, z 1] := by
    ext a
    rw [mem_edgeModes]
    have hc : ∀ n, chain [z 0, z 1] a n
        = a (n + 2) - (z 0 + z 1) * a (n + 1) + z 0 * z 1 * a n := by
      intro n
      show (a (n + 2) - z 0 * a (n + 1)) - z 1 * (a (n + 1) - z 0 * a n) = _
      ring
    constructor
    · intro ha
      exact ⟨ha.1, funext fun n => (hc n).trans (ha.2 n)⟩
    · intro ha
      exact ⟨ha.1, fun n => (hc n).symm.trans (congrFun ha.2 n)⟩
  rw [h]
  obtain ⟨hf, hr⟩ := edge_mode_count [z 0, z 1]
  refine ⟨hf, hr.trans ?_⟩
  rw [Finset.card_filter, Fin.sum_univ_two]
  by_cases h0 : ‖z 0‖ < 1 <;> by_cases h1 : ‖z 1‖ < 1 <;>
    simp [h0, h1]

end

end EdgeModeCount
```

```lean
#print axioms EdgeModeCount.edge_mode_count
#print axioms EdgeModeCount.exists_edge_mode_iff
#print axioms EdgeModeCount.second_neighbour_edge_mode_count
```

```
'EdgeModeCount.edge_mode_count' depends on axioms: [propext, Classical.choice, Quot.sound]
'EdgeModeCount.exists_edge_mode_iff' depends on axioms: [propext, Classical.choice, Quot.sound]
'EdgeModeCount.second_neighbour_edge_mode_count' depends on axioms: [propext, Classical.choice, Quot.sound]
```

## How the code expresses the count

Amplitudes are functions `ℕ → ℂ`, and `squareSummable` is the subspace of normalisable ones. `hop z` is S − z, `chain l` is the product over the list `l`, and `edgeModes l` is E. The roots of the two-root recurrence are `z 0` and `z 1`, and `secondNeighbourModes z` is its space of square-summable solutions.

`second_neighbour_edge_mode_count` states finite-dimensionality as well as the value of `finrank`. Both matter, since `finrank` is also zero for an infinite-dimensional space. `edge_mode_count` gives the count for any finite list of roots, and `exists_edge_mode_iff` says that a nonzero mode exists exactly when some root lies inside the circle.

The proof follows the derivation. `hop_mem` and `chain_mem` preserve square-summability, and `hop_chain_comm` moves a factor past the others. `eq_zero_of_outer` is the monotonicity argument, which `edgeModes_cons_outer` turns into E′ = E. `response` defines the driven solution. In `response_mem`, `field_simp` and `ring` check the square identity, and induction bounds the partial sums. `edgeModes_cons_inner` builds the linear equivalence with ℂ × E, and induction on the list finishes the general count. The two-root theorem expands the product with `ring` and checks the cases of each root being inside or not.

## Scalar amplitudes on a half-infinite chain

The theorems take the roots as given; they do not cover the numerical step of finding them from hopping amplitudes, or its rounding error. There is one complex amplitude per cell, and the recurrence holds from n = 0 with no further condition on a_0 or a_1. Matrix-valued hopping, extra boundary constraints, disorder and interactions are not covered. Nor is a finite chain, where modes at opposite ends can mix and move away from zero energy.
